# A Lower Bound on Ring Energies from Open Chains

A ring of $N$ interacting spins has a Hilbert space that grows exponentially with $N$, while a short open chain with the same coupling can still be diagonalised. Any trial state bounds the ring's ground-state energy from above. The short chain bounds it from below.

Let each site have $d$ local states, and let $h$ be a Hermitian matrix on $\mathbb C^d\otimes\mathbb C^d$. Write $h_{i,j}$ for $h$ acting on sites $i,j$ and as the identity elsewhere. The ring Hamiltonian is $H=\sum_j h_{j,j+1}$, with $j$ taken modulo $N$. Let $E$ be the lowest eigenvalue of the open chain $C=\sum_{b=0}^{n-1}h_{b,b+1}$, which has $n\ge1$ bonds and $n+1$ sites. If $N\ge n+1$, then for every state $v$

$$\langle v,Hv\rangle\ \ge\ \frac{NE}{n}\,\|v\|^2 .$$

## Averaging over translated clusters

Expanding a chain state $w$ in orthonormal eigenvectors of $C$, with eigenvalues $E_k$ and coefficients $w_k$, gives $\langle w,Cw\rangle=\sum_k E_k|w_k|^2\ge E\|w\|^2$.

Now place the chain on the ring, starting at site $j$: $H_j=\sum_{b=0}^{n-1}h_{j+b,\,j+b+1}$. Its sites $j,\dots,j+n$ are distinct because $N\ge n+1$. Split each ring configuration into a cluster part $u$ and an environment part $c$, and set $v_c(u)=v(u,c)$. Since $H_j$ leaves $c$ unchanged,

$$\langle v,H_jv\rangle=\sum_c\langle v_c,Cv_c\rangle\ge E\sum_c\|v_c\|^2=E\|v\|^2 .$$

For each fixed $b$, the shift $j\mapsto j+b$ permutes the ring, so $\sum_j h_{j+b,j+b+1}=H$. Summing over the $n$ values of $b$ gives $\sum_jH_j=nH$. Hence $n\langle v,Hv\rangle\ge NE\|v\|^2$, and division by $n$ gives the claim. If $v$ is an eigenvector with eigenvalue $\mu$, then $\mu\ge NE/n$.

Equality can occur. Suppose $E=n\,h_{aa,aa}$ for some local basis state $a$, where $h_{aa,aa}=\langle aa|h|aa\rangle$ is the diagonal matrix element of $h$ with both sites in $a$. The normalised product state with every site in $a$ has ring energy $N h_{aa,aa}$, which equals the lower bound $NE/n$, so this is the lowest ring eigenvalue.

## States, energies and Hamiltonians

In Lean 4 with Mathlib:

```lean
import Mathlib

open Matrix
open scoped Classical ComplexOrder

namespace RingEnergyFromClusters

noncomputable section

variable {m : Type*} [Fintype m] {d : ℕ}
```

A state is a complex function on a finite set `m` of configurations. Its squared norm is `weight`.

```lean
/-- The squared norm of a state. -/
def weight (v : m → ℂ) : ℝ := ∑ s, ‖v s‖ ^ 2
```

States are not normalised, so `expect` is the energy multiplied by the squared norm.

```lean
/-- The real part of `⟨v, A v⟩`, the unnormalised energy of the state `v`. -/
def expect (A : Matrix m m ℂ) (v : m → ℂ) : ℝ := (star v ⬝ᵥ (A *ᵥ v)).re

/-- The set of real eigenvalues of a matrix. -/
def levels (A : Matrix m m ℂ) : Set ℝ := {E | ∃ v : m → ℂ, v ≠ 0 ∧ A *ᵥ v = (E : ℂ) • v}
```

The matrix element of `bond h i j` vanishes unless the two configurations agree on all sites other than `i` and `j`.

```lean
/-- The two-site matrix `h` acting on sites `i` and `j`, and as the identity on all others. -/
def bond {ι : Type*} (h : Matrix (Fin d × Fin d) (Fin d × Fin d) ℂ) (i j : ι) :
    Matrix (ι → Fin d) (ι → Fin d) ℂ := fun s t =>
  if ∀ k, k ≠ i → k ≠ j → s k = t k then h (s i, s j) (t i, t j) else 0
```

In the chain, `b.castSucc` and `b.succ` are sites $b$ and $b+1$. In the ring, arithmetic in `ZMod N` closes the boundary.

```lean
/-- The open chain with `n` bonds and `n + 1` sites. -/
def chainH (h : Matrix (Fin d × Fin d) (Fin d × Fin d) ℂ) (n : ℕ) :
    Matrix (Fin (n + 1) → Fin d) (Fin (n + 1) → Fin d) ℂ :=
  ∑ b : Fin n, bond h b.castSucc b.succ

/-- The ring with `N` sites and a bond from each site to the next. -/
def ringH (h : Matrix (Fin d × Fin d) (Fin d × Fin d) ℂ) (N : ℕ) [NeZero N] :
    Matrix (ZMod N → Fin d) (ZMod N → Fin d) ℂ := ∑ j : ZMod N, bond h j (j + 1)
```

Bonds are oriented, and $h$ need not be symmetric under exchange of its sites. For $N=2$ the ring contains both $h_{0,1}$ and $h_{1,0}$. The sites form an ordinary tensor product, as for spins; fermionic exchange signs are not included.

## The variational principle

The first two lemmas identify $\langle v,v\rangle$ with `weight v` and make the energy additive in the Hamiltonian.

```lean
lemma star_dot (v : m → ℂ) : star v ⬝ᵥ v = (weight v : ℂ) := by
  simp only [dotProduct, Pi.star_apply, weight, Complex.ofReal_sum, Complex.ofReal_pow]
  exact Finset.sum_congr rfl fun s _ => Complex.conj_mul' (v s)

lemma expect_sum {J : Type*} (s : Finset J) (A : J → Matrix m m ℂ) (v : m → ℂ) :
    expect (∑ j ∈ s, A j) v = ∑ j ∈ s, expect (A j) v :=
  map_sum (AddMonoidHom.mk' (fun A : Matrix m m ℂ => expect A v)
    (fun A B => by simp [expect, Matrix.add_mulVec, dotProduct_add])) A s
```

The spectral theorem supplies eigenvalues. They are roots of the characteristic polynomial, hence finite in number, so a least one exists.

```lean
lemma eigenvalue_mem [DecidableEq m] {A : Matrix m m ℂ} (hA : A.IsHermitian) (i : m) :
    hA.eigenvalues i ∈ levels A := by
  refine ⟨(hA.eigenvectorBasis i).ofLp, fun h0 => ?_, ?_⟩
  · exact hA.eigenvectorBasis.orthonormal.ne_zero i (by ext k; exact congrFun h0 k)
  · refine (hA.mulVec_eigenvectorBasis i).trans ?_
    ext k
    simp

/-- A Hermitian matrix on a non-empty finite basis has a lowest eigenvalue. -/
theorem exists_lowest [Nonempty m] {A : Matrix m m ℂ} (hA : A.IsHermitian) :
    ∃ E, IsLeast (levels A) E := by
  -- eigenvalues are roots of the characteristic polynomial, hence finite in number
  have hfin : (levels A).Finite := by
    refine (A.charpoly.roots.toFinset.finite_toSet.preimage
      Complex.ofReal_injective.injOn).subset ?_
    rintro μ ⟨v, hv, hAv⟩
    have hdet : (Matrix.scalar m (μ : ℂ) - A).det = 0 :=
      Matrix.exists_mulVec_eq_zero_iff.1 ⟨v, hv, by
        rw [Matrix.sub_mulVec, hAv, sub_eq_zero]
        ext k
        simp [Matrix.mulVec_diagonal]⟩
    simp only [Set.mem_preimage, Finset.mem_coe, Multiset.mem_toFinset]
    rw [Polynomial.mem_roots A.charpoly_monic.ne_zero, Polynomial.IsRoot, Matrix.eval_charpoly]
    exact hdet
  obtain ⟨E, hE, hmin⟩ := Set.exists_min_image (levels A) id hfin
    ⟨_, eigenvalue_mem hA (Classical.arbitrary m)⟩
  exact ⟨E, hE, fun μ hμ => hmin μ hμ⟩
```

Instead of expanding in eigenvectors, the next proof shows that $A-E$ has no negative eigenvalue and is therefore positive semidefinite.

```lean
/-- Variational principle: if `E` is a lower bound on the eigenvalues of a Hermitian matrix `A`,
then `E ‖v‖² ≤ ⟨v, A v⟩` for every `v`. -/
theorem variational_bound {A : Matrix m m ℂ} (hA : A.IsHermitian) {E : ℝ}
    (hE : E ∈ lowerBounds (levels A)) (v : m → ℂ) : E * weight v ≤ expect A v := by
  have hB : (A - (E : ℂ) • (1 : Matrix m m ℂ)).IsHermitian :=
    hA.sub (by simp [Matrix.IsHermitian, Matrix.conjTranspose_smul])
  -- the shifted matrix has no negative eigenvalue
  have hP := hB.posSemidef_iff_eigenvalues_nonneg.2 (fun i => by
    obtain ⟨w, hw, hAw⟩ := eigenvalue_mem hB i
    rw [Matrix.sub_mulVec, Matrix.smul_mulVec, Matrix.one_mulVec, sub_eq_iff_eq_add] at hAw
    have := hE (show hB.eigenvalues i + E ∈ levels A from
      ⟨w, hw, by rw [hAw]; push_cast; module⟩)
    change (0 : ℝ) ≤ hB.eigenvalues i
    linarith)
  have h := (Complex.le_def.1 (hP.dotProduct_mulVec_nonneg v)).1
  rw [Matrix.sub_mulVec, Matrix.smul_mulVec, Matrix.one_mulVec, dotProduct_sub,
    dotProduct_smul, star_dot, smul_eq_mul, ← Complex.ofReal_mul, Complex.sub_re,
    Complex.ofReal_re, Complex.zero_re] at h
  unfold expect
  linarith
```

Each bond is Hermitian, and so is any finite sum of bonds.

```lean
lemma bond_hermitian {ι : Type*} {h : Matrix (Fin d × Fin d) (Fin d × Fin d) ℂ}
    (hh : h.IsHermitian) (i j : ι) : (bond h i j).IsHermitian := by
  ext s t
  have key : (∀ k, k ≠ i → k ≠ j → t k = s k) ↔ (∀ k, k ≠ i → k ≠ j → s k = t k) :=
    ⟨fun H k a b => (H k a b).symm, fun H k a b => (H k a b).symm⟩
  rw [Matrix.conjTranspose_apply]
  unfold bond
  by_cases hc : ∀ k, k ≠ i → k ≠ j → s k = t k
  · rw [if_pos hc, if_pos (key.2 hc)]
    exact hh.apply _ _
  · rw [if_neg hc, if_neg (fun H => hc (key.1 H)), star_zero]

omit [Fintype m] in
lemma sum_hermitian {J : Type*} [Fintype J] {A : J → Matrix m m ℂ}
    (hA : ∀ j, (A j).IsHermitian) : (∑ j, A j).IsHermitian := by
  unfold Matrix.IsHermitian
  rw [Matrix.conjTranspose_sum]
  exact Finset.sum_congr rfl fun j _ => hA j
```

## Embedding the cluster

The equivalence `glue` is the splitting of a configuration into $(u,c)$.

```lean
variable {κ ρ ι : Type*}

/-- Joins a cluster configuration and an environment configuration into one of the whole system. -/
def glue (σ : κ ⊕ ρ ≃ ι) : ((κ → Fin d) × (ρ → Fin d)) ≃ (ι → Fin d) where
  toFun p := fun x => Sum.elim p.1 p.2 (σ.symm x)
  invFun s := (fun k => s (σ (.inl k)), fun r => s (σ (.inr r)))
  left_inv p := by simp
  right_inv s := by
    funext x
    obtain ⟨y, rfl⟩ := σ.surjective x
    cases y <;> simp
```

In these coordinates a cluster bond is diagonal in $c$, and the energy becomes the sum over environments used above.

```lean
lemma bond_glue (σ : κ ⊕ ρ ≃ ι) (h : Matrix (Fin d × Fin d) (Fin d × Fin d) ℂ) (i j : κ)
    (u u' : κ → Fin d) (c c' : ρ → Fin d) :
    bond h (σ (.inl i)) (σ (.inl j)) (glue σ (u, c)) (glue σ (u', c')) =
      if c = c' then bond h i j u u' else 0 := by
  have key : (∀ k, k ≠ σ (.inl i) → k ≠ σ (.inl j) → glue σ (u, c) k = glue σ (u', c') k) ↔
      c = c' ∧ ∀ k, k ≠ i → k ≠ j → u k = u' k := by
    constructor
    · refine fun H => ⟨funext fun r => ?_, fun k hi hj => ?_⟩
      · simpa [glue] using H (σ (.inr r)) (by simp) (by simp)
      · simpa [glue] using H (σ (.inl k)) (by simpa using hi) (by simpa using hj)
    · rintro ⟨rfl, H⟩ k hi hj
      obtain ⟨y, rfl⟩ := σ.surjective k
      cases y with
      | inl k => simpa [glue] using H k (fun e => hi (by rw [e])) (fun e => hj (by rw [e]))
      | inr r => simp [glue]
  have hg (w : κ → Fin d) (b : ρ → Fin d) (k : κ) : glue σ (w, b) (σ (.inl k)) = w k := by
    simp [glue]
  simp only [bond, key, hg]
  by_cases hc : c = c' <;> simp [hc]

lemma expect_glue [Fintype κ] [Fintype ρ] [Fintype ι] [DecidableEq κ] [DecidableEq ρ]
    [DecidableEq ι] (σ : κ ⊕ ρ ≃ ι)
    (A : Matrix (ι → Fin d) (ι → Fin d) ℂ) (C : Matrix (κ → Fin d) (κ → Fin d) ℂ)
    (hAC : ∀ u c u' c', A (glue σ (u, c)) (glue σ (u', c')) = if c = c' then C u u' else 0)
    (v : (ι → Fin d) → ℂ) : expect A v = ∑ c, expect C (fun u => v (glue σ (u, c))) := by
  simp only [expect]
  rw [← Complex.re_sum]
  congr 1
  simp only [dotProduct, Matrix.mulVec, Pi.star_apply]
  rw [← (glue σ).sum_comp, Fintype.sum_prod_type_right]
  refine Finset.sum_congr rfl fun c _ => Finset.sum_congr rfl fun u _ => ?_
  congr 1
  rw [← (glue σ).sum_comp, Fintype.sum_prod_type]
  simp [hAC]
```

For an injective placement `e`, the theorem below builds the splitting, decomposes both energy and norm, and applies the variational bound to each $v_c$.

```lean
/-- An open chain placed on distinct sites of a larger system obeys the same lower energy bound
as the isolated chain. -/
theorem cluster_bound [Fintype ι] [DecidableEq ι]
    {h : Matrix (Fin d × Fin d) (Fin d × Fin d) ℂ}
    (hh : h.IsHermitian) {n : ℕ} {E : ℝ} (hE : E ∈ lowerBounds (levels (chainH h n)))
    (e : Fin (n + 1) → ι) (he : Function.Injective e) (v : (ι → Fin d) → ℂ) :
    E * weight v ≤ expect (∑ b : Fin n, bond h (e b.castSucc) (e b.succ)) v := by
  -- split the sites into the cluster and its environment
  obtain ⟨σ, hσ⟩ : ∃ σ : Fin (n + 1) ⊕ {x // x ∉ Set.range e} ≃ ι, ∀ k, σ (.inl k) = e k := by
    refine ⟨Equiv.ofBijective (Sum.elim e Subtype.val) ⟨?_, fun x => ?_⟩, fun k => rfl⟩
    · rintro (a | a) (b | b) hab
      · exact congrArg Sum.inl (he hab)
      · exact (b.2 ⟨a, hab⟩).elim
      · exact (a.2 ⟨b, hab.symm⟩).elim
      · exact congrArg Sum.inr (Subtype.ext hab)
    · by_cases hx : x ∈ Set.range e
      · exact ⟨.inl hx.choose, hx.choose_spec⟩
      · exact ⟨.inr ⟨x, hx⟩, rfl⟩
  have hC : (chainH h n).IsHermitian := sum_hermitian fun b => bond_hermitian hh _ _
  have hw : weight v = ∑ c, weight (fun u => v (glue σ (u, c))) := by
    unfold weight
    rw [← (glue σ).sum_comp, Fintype.sum_prod_type_right]
  rw [expect_glue σ _ (chainH h n) (fun u c u' c' => by
    simp only [chainH, Matrix.sum_apply, ← hσ, bond_glue]
    by_cases hc : c = c' <;> simp [hc]), hw, Finset.mul_sum]
  exact Finset.sum_le_sum fun c _ => variational_bound hC hE _
```

## The ring

Exchanging the two sums and shifting $j$ by $b$ gives $\sum_jH_j=nH$.

```lean
/-- The translated `n`-bond clusters on a ring add up to `n` times the ring Hamiltonian. -/
theorem cluster_average (h : Matrix (Fin d × Fin d) (Fin d × Fin d) ℂ) (n N : ℕ) [NeZero N] :
    ∑ j : ZMod N, ∑ b : Fin n, bond h (j + ((b.castSucc : ℕ) : ZMod N))
      (j + ((b.succ : ℕ) : ZMod N)) = n • ringH h N := by
  rw [Finset.sum_comm, ← Fin.sum_const]
  refine Finset.sum_congr rfl fun b _ => Eq.trans ?_
    (Equiv.sum_comp (Equiv.addRight ((b : ℕ) : ZMod N)) (fun j : ZMod N => bond h j (j + 1)))
  exact Finset.sum_congr rfl fun j _ => by simp [add_assoc]
```

In the main theorem, `hN` makes the translated sites distinct. The cluster bounds are then summed and divided by $n$.

```lean
/-- If `E` is the lowest eigenvalue of the open chain with `n ≥ 1` bonds, every state `v` of the
ring with `N ≥ n + 1` sites satisfies `⟨v, H v⟩ ≥ (N E / n) ‖v‖²`, for Hermitian `h`. -/
theorem ring_energy_bound {h : Matrix (Fin d × Fin d) (Fin d × Fin d) ℂ} (hh : h.IsHermitian)
    {n N : ℕ} [NeZero N] (hn : 1 ≤ n) (hN : n + 1 ≤ N) {E : ℝ}
    (hE : IsLeast (levels (chainH h n)) E) (v : (ZMod N → Fin d) → ℂ) :
    N * E / n * weight v ≤ expect (ringH h N) v := by
  -- each translated cluster obeys the chain bound
  have hj (j : ZMod N) := cluster_bound hh hE.2 (fun k => j + ((k : ℕ) : ZMod N))
    (fun a b hab => by
      have h1 := (ZMod.natCast_eq_natCast_iff' _ _ N).1 (add_left_cancel hab)
      rw [Nat.mod_eq_of_lt (by omega), Nat.mod_eq_of_lt (by omega)] at h1
      exact Fin.ext h1) v
  have hs := Finset.sum_le_sum fun j (_ : j ∈ Finset.univ) => hj j
  -- the clusters together count every ring bond n times
  rw [← expect_sum, cluster_average, ← Fin.sum_const, expect_sum, Fin.sum_const,
    Finset.sum_const, Finset.card_univ, ZMod.card, nsmul_eq_mul, nsmul_eq_mul] at hs
  have hn' : (0 : ℝ) < n := by exact_mod_cast hn
  rw [div_mul_eq_mul_div, div_le_iff₀ hn']
  linarith
```

For an eigenvector, the positive factor `weight v` cancels.

```lean
/-- For Hermitian `h`, if `E` is the lowest eigenvalue of the open chain with `n ≥ 1` bonds, every
eigenvalue of the ring with `N ≥ n + 1` sites is at least `N E / n`. -/
theorem ring_level_bound {h : Matrix (Fin d × Fin d) (Fin d × Fin d) ℂ} (hh : h.IsHermitian)
    {n N : ℕ} [NeZero N] (hn : 1 ≤ n) (hN : n + 1 ≤ N) {E μ : ℝ}
    (hE : IsLeast (levels (chainH h n)) E) (hμ : μ ∈ levels (ringH h N)) : N * E / n ≤ μ := by
  obtain ⟨v, hv, hAv⟩ := hμ
  have hb := ring_energy_bound hh hn hN hE v
  rw [expect, hAv, dotProduct_smul, star_dot, smul_eq_mul, ← Complex.ofReal_mul,
    Complex.ofReal_re] at hb
  obtain ⟨s, hs⟩ := Function.ne_iff.1 hv
  have hpos : 0 < weight v := Finset.sum_pos' (fun _ _ => by positivity)
    ⟨s, Finset.mem_univ s, pow_pos (norm_pos_iff.2 hs) 2⟩
  exact le_of_mul_le_mul_right hb hpos
```

The hypothesis of the sharpness theorem says that a uniform product state already minimises the open chain's energy, as in the Heisenberg ferromagnet. The proof uses `Pi.single s 1` as the trial state and matches its energy with the lower bound.

```lean
/-- Sharpness: if the lowest chain eigenvalue is `n` times the diagonal element of `h` for two sites
in the same local state `a`, and `h` is Hermitian, `n ≥ 1` and `N ≥ n + 1`, then the lowest ring
eigenvalue is `N` times that element. -/
theorem ring_bound_sharp {h : Matrix (Fin d × Fin d) (Fin d × Fin d) ℂ} (hh : h.IsHermitian)
    {n N : ℕ} [NeZero N] (hn : 1 ≤ n) (hN : n + 1 ≤ N) (a : Fin d)
    (hE : IsLeast (levels (chainH h n)) (n * (h (a, a) (a, a)).re)) :
    IsLeast (levels (ringH h N)) (N * (h (a, a) (a, a)).re) := by
  have hR : (ringH h N).IsHermitian := sum_hermitian fun j => bond_hermitian hh _ _
  have : Nonempty (ZMod N → Fin d) := ⟨fun _ => a⟩
  obtain ⟨F, hF⟩ := exists_lowest hR
  have lower := ring_level_bound hh hn hN hE hF.1
  -- the uniform configuration is the trial state for the upper bound
  let s : ZMod N → Fin d := fun _ => a
  have upper := variational_bound hR hF.2 (Pi.single s 1)
  have hw : weight (Pi.single s (1 : ℂ)) = 1 := by
    rw [weight, Finset.sum_eq_single s]
    · simp
    · intro t _ ht
      simp [ht]
    · simp
  have he : expect (ringH h N) (Pi.single s 1) = N * (h (a, a) (a, a)).re := by
    rw [expect, dotProduct, Finset.sum_eq_single s]
    · simp [ringH, Matrix.sum_apply, bond, s, ZMod.card]
    · intro t _ ht
      simp [ht]
    · simp
  rw [hw, he, mul_one] at upper
  have hn' : (n : ℝ) ≠ 0 := by
    have : n ≠ 0 := by omega
    exact_mod_cast this
  have hc : (N : ℝ) * (n * (h (a, a) (a, a)).re) / n = N * (h (a, a) (a, a)).re := by
    field_simp
  rw [hc] at lower
  rwa [le_antisymm lower upper]

end

end RingEnergyFromClusters
```

```lean
#print axioms RingEnergyFromClusters.ring_energy_bound
-- 'RingEnergyFromClusters.ring_energy_bound' depends on axioms: [propext, Classical.choice, Quot.sound]
#print axioms RingEnergyFromClusters.ring_bound_sharp
-- 'RingEnergyFromClusters.ring_bound_sharp' depends on axioms: [propext, Classical.choice, Quot.sound]
```

For finite spin rings with identical nearest-neighbour couplings, such as the Heisenberg ring, exact diagonalisation of an open cluster thus gives a lower bound to set beside a variational upper bound.
